# Dropping an off-diagonal entry in incomplete LU can produce a zero pivot that exact elimination avoids

`dropping_breakdown` concerns one real 3 by 3 matrix, with rows (1, 0, 0), (0, 1, 1) and (0, 1, 0). Exact elimination gives it the pivots 1, 1 and −1, but if off-diagonal entries may be set to zero after each step, some run ends at the 1 by 1 matrix (0), a zero pivot. The proof names such a run: after the first step the upper-right 1 of the remaining 2 by 2 block is dropped, which leaves the rows (1, 0) and (1, 0). The attempt then checks the Schur complements and the dropping conditions entry by entry, with `norm_num [schur]`.

The failing Lean file:

```lean
import Mathlib

open Matrix

namespace IncompleteLU

noncomputable section

variable {𝕜 : Type*} [NormedField 𝕜]

/-- The Schur complement left after eliminating the first variable, when `A 0 0` is nonzero. For `A
0 0 = 0` the formula still has a value, since Lean sets `x / 0 = 0`. -/
def schur {n : ℕ} (A : Matrix (Fin (n + 1)) (Fin (n + 1)) 𝕜) : Matrix (Fin n) (Fin n) 𝕜 :=
  fun i j => A i.succ j.succ - A i.succ 0 * A 0 j.succ / A 0 0

/-- `T` arises from `S` by replacing some off-diagonal entries by zero. -/
structure IsDropping {n : ℕ} (S T : Matrix (Fin n) (Fin n) 𝕜) : Prop where
  diag : ∀ i, T i i = S i i
  off : ∀ i j, i ≠ j → T i j = S i j ∨ T i j = 0

/-- `Reaches A n B`: repeated elimination with arbitrary dropping, started from `A`, can arrive at
the active `n` by `n` matrix `B`. The definition does not require the pivots to be nonzero. -/
inductive Reaches {m : ℕ} (A : Matrix (Fin m) (Fin m) 𝕜) :
    (n : ℕ) → Matrix (Fin n) (Fin n) 𝕜 → Prop
  | start : Reaches A m A
  | step {n : ℕ} {B : Matrix (Fin (n + 1)) (Fin (n + 1)) 𝕜} {T : Matrix (Fin n) (Fin n) 𝕜} :
      Reaches A (n + 1) B → IsDropping (schur B) T → Reaches A n T

/-- The Schur complement of a 3 by 3 matrix, written out entry by entry. -/
theorem schur_three (a b c d e f g h k : ℝ) :
    schur (!![a, b, c; d, e, f; g, h, k] : Matrix (Fin 3) (Fin 3) ℝ)
      = !![e - d * b / a, f - d * c / a; h - g * b / a, k - g * c / a] := by
  ext i j
  fin_cases i <;> fin_cases j <;> rfl

/-- Without dominance, dropping itself can cause breakdown: here exact elimination has the
pivots 1, 1, -1, while a run with dropping arrives at a zero pivot. -/
theorem dropping_breakdown :
    schur (!![1, 0, 0; 0, 1, 1; 0, 1, 0] : Matrix (Fin 3) (Fin 3) ℝ) = !![1, 1; 1, 0] ∧
    schur (!![1, 1; 1, 0] : Matrix (Fin 2) (Fin 2) ℝ) = !![-1] ∧
    Reaches (!![1, 0, 0; 0, 1, 1; 0, 1, 0] : Matrix (Fin 3) (Fin 3) ℝ) 1 !![0] := by
  refine ⟨?_, ?_, Reaches.step (n := 1) (B := !![1, 0; 1, 0])
    (Reaches.step (n := 2) Reaches.start ⟨fun i => ?_, fun i j h => ?_⟩)
    ⟨fun i => ?_, fun i j h => absurd (Subsingleton.elim i j) h⟩⟩
  · ext i j
    fin_cases i <;> fin_cases j <;> norm_num [schur]
  · ext i j
    fin_cases i <;> fin_cases j <;> norm_num [schur]
  · fin_cases i <;> norm_num [schur]
  · fin_cases i <;> fin_cases j <;> first | exact absurd rfl h | norm_num [schur]
  · fin_cases i <;> norm_num [schur]

end

end IncompleteLU
```

Lean reports:

```
Main.lean:45:2: error: unsolved goals
case refine_1.«0».«1»
⊢ ![0, 1, 1] 2 = 1

case refine_1.«1».«0»
⊢ vecCons 0 (fun i => vecCons 1 (fun i => 1) i) 2 = 1

case refine_1.«1».«1»
⊢ vecCons (![1, 0, 0] 2) (fun i => vecCons (![0, 1, 1] 2) (fun i => ![0, 1, 0] 2) i) 2 -
      vecCons 1 (fun i => vecCons 0 (fun i => 0) i) 2 * ![1, 0, 0] 2 =
    0
Main.lean:49:2: error: unsolved goals
case refine_3.«1»
⊢ 0 =
    vecCons (![1, 0, 0] 2) (fun i => vecCons (![0, 1, 1] 2) (fun i => ![0, 1, 0] 2) i) 2 -
      vecCons 1 (fun i => vecCons 0 (fun i => 0) i) 2 * ![1, 0, 0] 2
Main.lean:50:2: error: unsolved goals
case refine_4.«1».«0»
h : (fun i => i) ⟨1, ⋯⟩ ≠ (fun i => i) ⟨0, ⋯⟩
⊢ 1 = vecCons 0 (fun i => vecCons 1 (fun i => 1) i) 2
```

This version goes through:

```diff
@@ -40,14 +40,19 @@
     schur (!![1, 1; 1, 0] : Matrix (Fin 2) (Fin 2) ℝ) = !![-1] ∧
     Reaches (!![1, 0, 0; 0, 1, 1; 0, 1, 0] : Matrix (Fin 3) (Fin 3) ℝ) 1 !![0] := by
-  refine ⟨?_, ?_, Reaches.step (n := 1) (B := !![1, 0; 1, 0])
+  refine ⟨?_, ?_, Reaches.step (n := 1) (B := (!![1, 0; 1, 0] : Matrix (Fin 2) (Fin 2) ℝ))
     (Reaches.step (n := 2) Reaches.start ⟨fun i => ?_, fun i j h => ?_⟩)
     ⟨fun i => ?_, fun i j h => absurd (Subsingleton.elim i j) h⟩⟩
+  · rw [schur_three]
+    norm_num
   · ext i j
-    fin_cases i <;> fin_cases j <;> norm_num [schur]
-  · ext i j
-    fin_cases i <;> fin_cases j <;> norm_num [schur]
-  · fin_cases i <;> norm_num [schur]
-  · fin_cases i <;> fin_cases j <;> first | exact absurd rfl h | norm_num [schur]
-  · fin_cases i <;> norm_num [schur]
+    fin_cases i
+    fin_cases j
+    norm_num [schur]
+  · rw [schur_three]
+    fin_cases i <;> norm_num
+  · rw [schur_three]
+    fin_cases i <;> fin_cases j <;> first | exact absurd rfl h | norm_num
+  · fin_cases i
+    norm_num [schur]
 
 end
```

Cause. All three errors are goals that `norm_num [schur]` left open, and all of these goals are true. `schur` reads the 3 by 3 matrix at shifted indices, so index 1 of the smaller block becomes index 2 of the larger matrix. `norm_num` did not evaluate the lookups at 2: even `![0, 1, 1] 2 = 1` was left standing.

The repair uses `schur_three`, already proved in the file by `rfl`, which writes the Schur complement of a 3 by 3 matrix as an explicit 2 by 2 matrix. After `rw [schur_three]` the lookups at 2 are gone, and `norm_num` can finish the three parts that failed.

The other changes are tidying: the type written out for `B`, and the new layout of the two parts about 1 by 1 matrices, which had raised no error.
